# On the rational group algebra of a finite group, right multiplication by g has trace |G| if g is the identity and zero otherwise

For a finite group G, the declaration states that the group algebra over ℚ is finite-dimensional, and that right multiplication by a group element g has trace |G| if g = 1 and zero otherwise. In physics this is the character of the regular representation of a finite symmetry group; no Hamiltonian or particular system is assumed. The attempt first shows that the group elements form a basis, proving their independence by letting them act on the unit vector at the identity. It then sums the diagonal matrix entries in that basis, each of which is 1 if g = 1 and 0 otherwise.

This version doesn't compile in Lean 4 with Mathlib:

```lean
import Mathlib

open Equiv

namespace TraceMulRightOf

noncomputable section

/-- The cells of a Young diagram, which serve as the places that are permuted. -/
abbrev Cell (μ : YoungDiagram) : Type := μ.cells

local notation "δ[" μ "]" => MonoidAlgebra.of ℚ (Perm (Cell μ))

/-- The group algebra of a finite group is finite-dimensional, and right multiplication by g
has trace equal to the group order if g = 1 and zero otherwise. -/
theorem trace_mulRight_of {G : Type} [Group G] [Fintype G] [DecidableEq G] :
    Module.Finite ℚ (MonoidAlgebra ℚ G) ∧ ∀ g : G,
      LinearMap.trace ℚ _ (LinearMap.mulRight ℚ (MonoidAlgebra.of ℚ G g))
        = if g = 1 then (Fintype.card G : ℚ) else 0 := by
  -- the group elements form a basis, as their action on the identity shows
  let L : MonoidAlgebra ℚ G →ₗ[ℚ] (G →₀ ℚ) :=
    (LinearMap.applyₗ (Finsupp.single 1 1)).comp
      (Representation.asAlgebraHom (Representation.ofMulAction ℚ G G)).toLinearMap
  have hL : ∀ g, L (MonoidAlgebra.of ℚ G g) = Finsupp.single g 1 := by
    intro g
    show Representation.asAlgebraHom (Representation.ofMulAction ℚ G G)
      (MonoidAlgebra.of ℚ G g) (Finsupp.single 1 1) = _
    rw [Representation.asAlgebraHom_of, Representation.ofMulAction_single, smul_eq_mul, mul_one]
  have hli : LinearIndependent ℚ (fun g => MonoidAlgebra.of ℚ G g) := by
    apply LinearIndependent.of_comp L
    have h : (L ∘ fun g => MonoidAlgebra.of ℚ G g)
        = ⇑(Finsupp.basisSingleOne : Module.Basis G ℚ (G →₀ ℚ)) := by
      funext g
      simp only [Finsupp.coe_basisSingleOne]
      exact hL g
    rw [h]
    exact Module.Basis.linearIndependent _
  have hsp : ⊤ ≤ Submodule.span ℚ (Set.range fun g => MonoidAlgebra.of ℚ G g) := by
    intro x _
    refine MonoidAlgebra.induction_on x ?_ ?_ ?_
    · exact fun g => Submodule.subset_span ⟨g, rfl⟩
    · exact fun _ _ hx hy => Submodule.add_mem _ hx hy
    · exact fun q _ hx => Submodule.smul_mem _ q hx
  obtain ⟨B, hB⟩ : ∃ B : Module.Basis G ℚ (MonoidAlgebra ℚ G),
      ∀ g, B g = MonoidAlgebra.of ℚ G g :=
    ⟨Module.Basis.mk hli hsp, fun g => Module.Basis.mk_apply hli hsp g⟩
  refine ⟨Module.Finite.of_basis B, fun g => ?_⟩
  rw [LinearMap.trace_eq_matrix_trace ℚ B, Matrix.trace]
  have h : ∀ k, (LinearMap.toMatrix B B
      (LinearMap.mulRight ℚ (MonoidAlgebra.of ℚ G g))).diag k = if g = 1 then 1 else 0 := by
    intro k
    rw [Matrix.diag_apply, LinearMap.toMatrix_apply, LinearMap.mulRight_apply, hB, ← map_mul,
      ← hB, B.repr_self, Finsupp.single_apply]
    simp
  rw [Finset.sum_congr rfl (fun k _ => h k)]
  split_ifs <;> simp

end

end TraceMulRightOf
```

The compiler's answer:

```
Main.lean:22:5: error(lean.synthInstanceFailed): failed to synthesize instance of type class
  Module ℚ (ℕ →₀ ℕ)

Hint: Type class instance resolution failures can be inspected with the `set_option trace.Meta.synthInstance true` command.
Main.lean:23:6: error: Application type mismatch: The argument
  (Representation.ofMulAction ℚ G G).asAlgebraHom.toLinearMap
has type
  MonoidAlgebra ℚ G →ₗ[ℚ] Module.End ℚ (MonoidAlgebra ℚ G)
but is expected to have type
  MonoidAlgebra ℚ G →ₛₗ[?m.71] (ℕ →₀ ℕ) →ₗ[ℚ] G →₀ ℚ
in the application
  (LinearMap.applyₗ fun₀ | 1 => 1) ∘ₛₗ (Representation.ofMulAction ℚ G G).asAlgebraHom.toLinearMap
```

What went wrong. In the definition of `L`, nothing has fixed the type of `Finsupp.single 1 1` when Lean elaborates it, so both numerals default to ℕ. The vector then lies in `ℕ →₀ ℕ`, and the first message says that Lean finds no ℚ-module structure there.

The second message follows in part from this: the composition expects linear maps from `ℕ →₀ ℕ` to `G →₀ ℚ`, but the representation supplies endomorphisms of `MonoidAlgebra ℚ G`. The messages do not show whether fixing the numerals' types alone would have been enough.

The repair works in `G → ℚ` throughout. The annotation in `(Pi.single 1 1 : G → ℚ)` fixes the vector's type, and a representation `ρ`, defined by hand through f(h) ↦ f(g⁻¹h), gives endomorphisms of that same space, so the composition fits. The other changes to the code follow from this choice: `hL` is proved anew from the fact that g⁻¹h = 1 exactly when h = g, and `Pi.basisFun` replaces `Finsupp.basisSingleOne`. The reworded comment is mere tidying.

This version goes through:

```diff
@@ -18,19 +18,30 @@
       LinearMap.trace ℚ _ (LinearMap.mulRight ℚ (MonoidAlgebra.of ℚ G g))
         = if g = 1 then (Fintype.card G : ℚ) else 0 := by
-  -- the group elements form a basis, as their action on the identity shows
-  let L : MonoidAlgebra ℚ G →ₗ[ℚ] (G →₀ ℚ) :=
-    (LinearMap.applyₗ (Finsupp.single 1 1)).comp
-      (Representation.asAlgebraHom (Representation.ofMulAction ℚ G G)).toLinearMap
-  have hL : ∀ g, L (MonoidAlgebra.of ℚ G g) = Finsupp.single g 1 := by
+  -- the group elements are independent, as their action on the identity shows, and they span
+  let ρ : G →* Module.End ℚ (G → ℚ) :=
+    { toFun := fun g => LinearMap.funLeft ℚ ℚ (fun h => g⁻¹ * h)
+      map_one' := LinearMap.ext fun f => funext fun h => by
+        show f (1⁻¹ * h) = f h
+        rw [inv_one, one_mul]
+      map_mul' := fun a b => LinearMap.ext fun f => funext fun h => by
+        show f ((a * b)⁻¹ * h) = f (b⁻¹ * (a⁻¹ * h))
+        rw [mul_inv_rev, mul_assoc] }
+  let L : MonoidAlgebra ℚ G →ₗ[ℚ] (G → ℚ) :=
+    (LinearMap.applyₗ (Pi.single 1 1 : G → ℚ)).comp (Representation.asAlgebraHom ρ).toLinearMap
+  have hL : ∀ g, L (MonoidAlgebra.of ℚ G g) = Pi.single g 1 := by
     intro g
-    show Representation.asAlgebraHom (Representation.ofMulAction ℚ G G)
-      (MonoidAlgebra.of ℚ G g) (Finsupp.single 1 1) = _
-    rw [Representation.asAlgebraHom_of, Representation.ofMulAction_single, smul_eq_mul, mul_one]
+    show Representation.asAlgebraHom ρ (MonoidAlgebra.of ℚ G g) (Pi.single 1 1 : G → ℚ) = _
+    rw [Representation.asAlgebraHom_of]
+    funext h
+    show (Pi.single 1 1 : G → ℚ) (g⁻¹ * h) = (Pi.single g 1 : G → ℚ) h
+    have hiff : g⁻¹ * h = 1 ↔ h = g := inv_mul_eq_one.trans eq_comm
+    rw [Pi.single_apply, Pi.single_apply]
+    simp only [hiff]
   have hli : LinearIndependent ℚ (fun g => MonoidAlgebra.of ℚ G g) := by
     apply LinearIndependent.of_comp L
     have h : (L ∘ fun g => MonoidAlgebra.of ℚ G g)
-        = ⇑(Finsupp.basisSingleOne : Module.Basis G ℚ (G →₀ ℚ)) := by
+        = ⇑(Pi.basisFun ℚ G) := by
       funext g
-      simp only [Finsupp.coe_basisSingleOne]
+      rw [Pi.basisFun_apply]
       exact hL g
     rw [h]
```
